# A Hermitian bath gives a self-energy with positive semidefinite broadening when Im z > 0

A molecule sits on a metal surface, and only the molecule's few orbitals are of interest. All orbitals of molecule and metal together are taken to be orthonormal. Let $H$ be the Hamiltonian of the molecular orbitals, $D$ that of the metal, and $B$ the coupling matrix, with a row for each molecular orbital and a column for each metal orbital. A source $f$ on the molecule at complex energy $z$ produces amplitudes $\psi$ on the molecule and $\varphi$ in the metal:

$$(z-H)\psi - B\varphi = f,\qquad (z-D)\varphi = B^*\psi .$$

Solving the second equation for $\varphi$ and inserting it in the first leaves

$$(z-H-S)\psi=f,\qquad S = B g B^*,\qquad g=(z-D)^{-1}.$$

At complex $z$ the self-energy $S$ is in general not Hermitian, so it can make amplitudes decay or grow. Which of the two happens is decided by the sign of the broadening matrix $\Gamma = i(S-S^*)$. For $\operatorname{Im} z>0$ it is positive semidefinite, and it has the closed form $2\operatorname{Im}z\,(Bg)(Bg)^*$. This bears on embedding and quantum transport calculations in which the bath is non-interacting, finite and evaluated at a finite distance above the real axis.

## System, bath and self-energy as finite matrices

The index type `m` labels system orbitals and `n` labels bath orbitals. Both are finite and otherwise arbitrary, so $B$ may have any rectangular shape. System and bath orbitals together form an orthonormal basis: the unit matrix multiplies $z$, and no overlap matrix appears, neither within the two parts nor between them.

```lean
import Mathlib

open Matrix
open scoped ComplexOrder

namespace SelfEnergyBroadening

noncomputable section

variable {m n : Type*} [Fintype m] [Fintype n] [DecidableEq n]
```

The bare bath Green's matrix is $g=(z-D)^{-1}$. Lean's matrix inverse also has a value for singular matrices, so a statement about `green` carries its physical meaning only once $z-D$ is known to be invertible. That is proved below for Hermitian $D$ and $\operatorname{Im}z>0$.

```lean
/-- The Green's matrix `(z - D)⁻¹` of a Hamiltonian `D`, for `z` outside the spectrum of `D`. -/
def green (D : Matrix n n ℂ) (z : ℂ) : Matrix n n ℂ :=
  (z • (1 : Matrix n n ℂ) - D)⁻¹
```

The self-energy is taken as the product $BgB^*$. The elimination above motivates this definition and is not itself formalised. The superscript `ᴴ` is the conjugate transpose, written $^*$ here.

```lean
/-- The self-energy `B (z - D)⁻¹ B*` that a bath `D` induces on a system through the
coupling `B`, for `z` outside the spectrum of `D`. -/
def selfEnergy (B : Matrix m n ℂ) (D : Matrix n n ℂ) (z : ℂ) : Matrix m m ℂ :=
  B * green D z * Bᴴ
```

One operation, $X\mapsto i(X-X^*)$, serves two purposes. Applied to a self-energy it gives $\Gamma$, and applied to a Green's matrix it gives the spectral matrix. There is no factor $1/2$ or $1/2\pi$ in it, so $\Gamma$ is a full width and not a half width, and a density of states is the trace of the spectral matrix divided by $2\pi$.

```lean
/-- The matrix `i (X - X*)`: the broadening matrix if `X` is a self-energy, the spectral
matrix if `X` is a Green's matrix. -/
def broadening {k : Type*} (X : Matrix k k ℂ) : Matrix k k ℂ :=
  Complex.I • (X - Xᴴ)
```

## Broadening as minus twice an imaginary part

Take any square matrix $S$ and any vector $v$, and write $s=v^*Sv$. Then $v^*S^*v=\bar s$, so

$$v^*\,i(S-S^*)\,v = i(s-\bar s) = i\cdot 2i\operatorname{Im}s = -2\operatorname{Im}(v^*Sv).$$

The vector is not normalised. For $v\neq0$, dividing both sides by $v^*v$ gives the same relation between true expectation values. A positive semidefinite broadening therefore means that $S$ has no expectation value with positive imaginary part.

In Lean, $v^*Sv$ is `star v ⬝ᵥ S *ᵥ v`. The step `hS` supplies the conjugate $\bar s$, and the remaining identity for a single complex number is checked on real and imaginary parts.

```lean
/-- For every vector `v`, normalised or not, `v* Γ v = -2 Im (v* S v)`, where `Γ` is the broadening
matrix of `S`. -/
theorem expectation_broadening (S : Matrix m m ℂ) (v : m → ℂ) :
    star v ⬝ᵥ broadening S *ᵥ v = ((-2 * (star v ⬝ᵥ S *ᵥ v).im : ℝ) : ℂ) := by
  have hS : star v ⬝ᵥ Sᴴ *ᵥ v = star (star v ⬝ᵥ S *ᵥ v) := by
    rw [Matrix.dotProduct_mulVec (star v) Sᴴ v, ← Matrix.star_mulVec]
    apply Matrix.star_dotProduct
  rw [broadening, Matrix.smul_mulVec, dotProduct_smul, Matrix.sub_mulVec, dotProduct_sub, hS]
  generalize star v ⬝ᵥ S *ᵥ v = s
  apply Complex.ext <;> simp
  ring
```

## No null vector in the upper half-plane

Let $H$ be Hermitian, let $S$ have positive semidefinite broadening, and let $\operatorname{Im}z>0$. Suppose $(z-H-S)v=0$ with $v\neq 0$. Multiplying by $v^*$ from the left and taking the imaginary part gives

$$\operatorname{Im}z\;v^*v-\operatorname{Im}(v^*Hv)-\operatorname{Im}(v^*Sv)=0 .$$

The first term is strictly positive. The second vanishes because $H$ is Hermitian. The third, with its sign, is at least zero by the previous step. The sum cannot be zero, so $z-H-S$ is invertible.

Here $S$ is a fixed matrix that need not depend on $z$. The eigenvalues of $H+S$ thus lie on or below the real axis, and no eigenmode of the effective Hamiltonian $H+S$ grows in time.

The Lean proof starts from a vanishing determinant and extracts the null vector. The facts `hpos`, `hH0` and `hS0` are the signs of the three terms, `key` is the displayed equation, and `nlinarith` finds the contradiction.

```lean
/-- For Hermitian `H`, a matrix `S` with positive semidefinite broadening and `Im z > 0`,
the matrix `z - H - S` is invertible. -/
theorem isUnit_det_dressed {H S : Matrix n n ℂ} {z : ℂ} (hH : H.IsHermitian)
    (hS : (broadening S).PosSemidef) (hz : 0 < z.im) :
    IsUnit (z • (1 : Matrix n n ℂ) - H - S).det := by
  rw [isUnit_iff_ne_zero]
  intro h0
  obtain ⟨v, hv, hMv⟩ := Matrix.exists_mulVec_eq_zero_iff.mpr h0
  -- the squared norm of the null vector is real and positive
  have hn := Complex.nonneg_iff.mp (dotProduct_star_self_nonneg v)
  have hpos : 0 < (star v ⬝ᵥ v).re :=
    lt_of_le_of_ne hn.1 (fun h =>
      hv (dotProduct_star_self_eq_zero.mp (Complex.ext h.symm hn.2.symm)))
  -- `H` has real expectation values
  have hH0 : (star v ⬝ᵥ H *ᵥ v).im = 0 := by
    have hb : broadening H = 0 := by rw [broadening, hH.eq, sub_self, smul_zero]
    have e := expectation_broadening H v
    rw [hb, Matrix.zero_mulVec, dotProduct_zero] at e
    have e' := congrArg Complex.re e
    rw [Complex.zero_re, Complex.ofReal_re] at e'
    linarith
  -- `S` can only lower the imaginary part
  have hS0 : (star v ⬝ᵥ S *ᵥ v).im ≤ 0 := by
    have p := hS.dotProduct_mulVec_nonneg v
    rw [expectation_broadening] at p
    have p' := Complex.zero_le_real.mp p
    linarith
  have key := congrArg (fun w => (star v ⬝ᵥ w).im) hMv
  simp only [Matrix.sub_mulVec, Matrix.smul_mulVec, Matrix.one_mulVec, dotProduct_sub,
    dotProduct_smul, dotProduct_zero, smul_eq_mul, Complex.sub_im, Complex.mul_im,
    Complex.zero_im] at key
  rw [← hn.2, hH0] at key
  nlinarith [mul_pos hz hpos]
```

## The spectral matrix of a Green's matrix

Write $M=z-H-S$ and let $MG=1$. For square matrices this implies $GM=1$, and taking the adjoint gives $M^*G^*=1$. Inserting these unit matrices,

$$G-G^* = G\,M^*G^* - G\,M\,G^* = G(M^*-M)G^*.$$

Because $H$ is Hermitian it drops out of the difference:

$$i(M^*-M)= i(\bar z-z)+i(S-S^*) = 2\operatorname{Im}z+\Gamma .$$

Together,

$$i(G-G^*) = G\,(\Gamma+2\operatorname{Im}z)\,G^* .$$

This is pure algebra. Besides the Hermitian $H$ it needs only that $G$ exists, which enters as the hypothesis `hG`; no sign of $\operatorname{Im}z$ and no property of $S$ is assumed. In the proof, `hl` and `hr` are the two unit matrices, `hM` is the second display, and the last rewriting multiplies out $G(M^*-M)G^*$.

```lean
/-- If `H` is Hermitian and `G` is the inverse of `z - H - S`, the spectral matrix of `G` is
`G (Γ + 2 Im z) G*`, where `Γ` is the broadening matrix of `S`. -/
theorem spectral_identity {H S G : Matrix n n ℂ} {z : ℂ} (hH : H.IsHermitian)
    (hG : (z • (1 : Matrix n n ℂ) - H - S) * G = 1) :
    broadening G =
      G * (broadening S + ((2 * z.im : ℝ) : ℂ) • (1 : Matrix n n ℂ)) * Gᴴ := by
  obtain ⟨M, hMdef⟩ : ∃ M, M = z • (1 : Matrix n n ℂ) - H - S := ⟨_, rfl⟩
  rw [← hMdef] at hG
  have hl : G * M = 1 := mul_eq_one_comm.mp hG
  have hr : Mᴴ * Gᴴ = 1 := by
    rw [← Matrix.conjTranspose_mul, hl, Matrix.conjTranspose_one]
  -- the anti-Hermitian part of the inverse Green's matrix
  have hM : Complex.I • (Mᴴ - M) =
      broadening S + ((2 * z.im : ℝ) : ℂ) • (1 : Matrix n n ℂ) := by
    have hz : ((2 * z.im : ℝ) : ℂ) = Complex.I * (star z - z) := by
      apply Complex.ext <;> simp
      ring
    rw [hMdef, Matrix.conjTranspose_sub, Matrix.conjTranspose_sub, Matrix.conjTranspose_smul,
      Matrix.conjTranspose_one, hH.eq, hz, broadening]
    module
  rw [← hM, broadening, Matrix.mul_smul, Matrix.smul_mul, Matrix.mul_sub, Matrix.sub_mul,
    Matrix.mul_assoc G Mᴴ, hr, hl, Matrix.mul_one, Matrix.one_mul]
```

## The broadening of the bath self-energy

Now apply the last two results to the bath alone, with $D$ in the place of $H$ and zero in the place of $S$. The first shows that $z-D$ is invertible. The second becomes

$$i(g-g^*) = 2\operatorname{Im}z\; g g^* .$$

Since $S^*=Bg^*B^*$, the coupling matrices factor out on both sides:

$$\Gamma = i(S-S^*) = B\,i(g-g^*)\,B^* = 2\operatorname{Im}z\;B g g^* B^* = 2\operatorname{Im}z\;(Bg)(Bg)^* .$$

For every system vector $v$ this gives $v^*\Gamma v = 2\operatorname{Im}z\,\|(Bg)^*v\|^2\ge 0$.

The theorem has three conclusions: $z-D$ is invertible, $\Gamma$ has the stated form, and $\Gamma$ is positive semidefinite, which in Mathlib includes being Hermitian. The only hypotheses are that $D$ is Hermitian and that $\operatorname{Im}z>0$; $B$ is unrestricted. The steps `hu`, `hg`, `hB` and `hf` are, in order, the invertibility, the identity for $g$, the factoring out of $B$, and the final formula.

```lean
/-- For a Hermitian bath `D`, any coupling `B` and `Im z > 0`, the matrix `z - D` is
invertible, and the broadening matrix of the self-energy equals `2 Im z (B g) (B g)*` with
`g = (z - D)⁻¹` and is positive semidefinite. -/
theorem broadening_selfEnergy (B : Matrix m n ℂ) {D : Matrix n n ℂ} {z : ℂ}
    (hD : D.IsHermitian) (hz : 0 < z.im) :
    IsUnit (z • (1 : Matrix n n ℂ) - D).det ∧
    broadening (selfEnergy B D z) =
      ((2 * z.im : ℝ) : ℂ) • ((B * green D z) * (B * green D z)ᴴ) ∧
    (broadening (selfEnergy B D z)).PosSemidef := by
  have hb0 : broadening (0 : Matrix n n ℂ) = 0 := by simp [broadening]
  have hu : IsUnit (z • (1 : Matrix n n ℂ) - D).det := by
    have h := isUnit_det_dressed (S := 0) hD (by rw [hb0]; exact Matrix.PosSemidef.zero) hz
    rwa [sub_zero] at h
  -- the bare bath has no self-energy of its own
  have hg : broadening (green D z) =
      ((2 * z.im : ℝ) : ℂ) • (green D z * (green D z)ᴴ) := by
    have h := spectral_identity (S := 0) (G := green D z) hD
      (by rw [sub_zero]; exact Matrix.mul_nonsing_inv _ hu)
    rwa [hb0, zero_add, Matrix.mul_smul, Matrix.mul_one, Matrix.smul_mul] at h
  -- the coupling passes through the anti-Hermitian part
  have hB : broadening (selfEnergy B D z) = B * broadening (green D z) * Bᴴ := by
    simp only [selfEnergy, broadening, Matrix.conjTranspose_mul,
      Matrix.conjTranspose_conjTranspose, Matrix.mul_smul, Matrix.smul_mul, Matrix.mul_sub,
      Matrix.sub_mul, Matrix.mul_assoc]
  have hf : broadening (selfEnergy B D z) =
      ((2 * z.im : ℝ) : ℂ) • ((B * green D z) * (B * green D z)ᴴ) := by
    rw [hB, hg]
    simp only [Matrix.mul_smul, Matrix.smul_mul, Matrix.conjTranspose_mul, Matrix.mul_assoc]
  refine ⟨hu, hf, ?_⟩
  rw [hf]
  exact (Matrix.posSemidef_self_mul_conjTranspose _).smul
    (Complex.zero_le_real.mpr (by linarith))
```

## Which vectors the broadening matrix annihilates

Positive semidefinite leaves room for nonzero vectors that $\Gamma$ annihilates. If $\Gamma v=0$, then $\|g^*B^*v\|^2=0$, so $g^*B^*v=0$. The matrix $g^*$ is invertible, hence $B^*v=0$. Conversely, $B^*v=0$ gives $\Gamma v=0$ at once. The vectors annihilated by $\Gamma$ are exactly those that $B$ does not couple directly to the bath, however far $\operatorname{Re}z$ lies from the bath levels. Such a vector need not be a sharp level of the coupled system, because $H$ can mix it with orbitals that do couple to the bath.

The proof removes the nonzero factor $2\operatorname{Im}z$, uses that $AA^*v=0$ exactly when $A^*v=0$, and then undoes $g^*$ by multiplying with $(z-D)^*$.

```lean
/-- For a Hermitian bath and `Im z > 0`, the broadening matrix annihilates a system vector `v`
exactly when `B* v = 0`, that is, when `B` does not couple `v` directly to the bath. -/
theorem broadening_mulVec_eq_zero_iff (B : Matrix m n ℂ) {D : Matrix n n ℂ} {z : ℂ}
    (hD : D.IsHermitian) (hz : 0 < z.im) (v : m → ℂ) :
    broadening (selfEnergy B D z) *ᵥ v = 0 ↔ Bᴴ *ᵥ v = 0 := by
  obtain ⟨hu, hf, -⟩ := broadening_selfEnergy B hD hz
  have hc : ((2 * z.im : ℝ) : ℂ) ≠ 0 := Complex.ofReal_ne_zero.mpr (by linarith)
  rw [hf, Matrix.smul_mulVec, smul_eq_zero_iff_right hc,
    Matrix.self_mul_conjTranspose_mulVec_eq_zero, Matrix.conjTranspose_mul,
    ← Matrix.mulVec_mulVec]
  constructor
  · intro h
    -- undo the invertible factor `g*`
    have h1 : (z • (1 : Matrix n n ℂ) - D)ᴴ * (green D z)ᴴ = 1 := by
      rw [← Matrix.conjTranspose_mul, green, Matrix.nonsing_inv_mul _ hu,
        Matrix.conjTranspose_one]
    calc Bᴴ *ᵥ v
        = ((z • (1 : Matrix n n ℂ) - D)ᴴ * (green D z)ᴴ) *ᵥ (Bᴴ *ᵥ v) := by
          rw [h1, Matrix.one_mulVec]
      _ = 0 := by rw [← Matrix.mulVec_mulVec, h, Matrix.mulVec_zero]
  · intro h
    rw [h, Matrix.mulVec_zero]
```

## The Green's matrix of the coupled system

The self-energy of a Hermitian bath has just the property that the invertibility argument required of $S$. So for Hermitian $H$ the dressed Green's matrix $G=(z-H-S)^{-1}$ exists throughout the upper half-plane, and its spectral matrix is

$$i(G-G^*)=G\Gamma G^*+2\operatorname{Im}z\;GG^* .$$

The first term comes from the coupling to the bath, the second from the imaginary part of the energy on the system itself. The Lean proof combines the earlier theorems without further calculation.

```lean
/-- For a Hermitian system `H` coupled to a Hermitian bath `D` and `Im z > 0`, the matrix
`z - H - S` with the self-energy `S` is invertible, and its inverse `G` has the spectral matrix
`G (Γ + 2 Im z) G*`, where `Γ` is the broadening matrix of `S`. -/
theorem dressed_green [DecidableEq m] (B : Matrix m n ℂ) {H : Matrix m m ℂ}
    {D : Matrix n n ℂ} {z : ℂ} (hH : H.IsHermitian) (hD : D.IsHermitian) (hz : 0 < z.im) :
    IsUnit (z • (1 : Matrix m m ℂ) - H - selfEnergy B D z).det ∧
    broadening (z • (1 : Matrix m m ℂ) - H - selfEnergy B D z)⁻¹ =
      (z • (1 : Matrix m m ℂ) - H - selfEnergy B D z)⁻¹ *
        (broadening (selfEnergy B D z) + ((2 * z.im : ℝ) : ℂ) • (1 : Matrix m m ℂ)) *
        ((z • (1 : Matrix m m ℂ) - H - selfEnergy B D z)⁻¹)ᴴ := by
  have hu := isUnit_det_dressed hH (broadening_selfEnergy B hD hz).2.2 hz
  exact ⟨hu, spectral_identity hH (Matrix.mul_nonsing_inv _ hu)⟩

end

end SelfEnergyBroadening
```

```lean
#print axioms SelfEnergyBroadening.broadening_selfEnergy
#print axioms SelfEnergyBroadening.broadening_mulVec_eq_zero_iff
#print axioms SelfEnergyBroadening.dressed_green
```

```
'SelfEnergyBroadening.broadening_selfEnergy' depends on axioms: [propext, Classical.choice, Quot.sound]
'SelfEnergyBroadening.broadening_mulVec_eq_zero_iff' depends on axioms: [propext, Classical.choice, Quot.sound]
'SelfEnergyBroadening.dressed_green' depends on axioms: [propext, Classical.choice, Quot.sound]
```

## Two orbitals and one bath level

Take a single bath level $D=1$, the energy $z=2+i$, and two system orbitals with couplings $1$ and $2$:

$$B=\begin{pmatrix}1\\2\end{pmatrix},\qquad g=\frac{1}{1+i}=\frac{1-i}{2},\qquad S=\frac{1-i}{2}\begin{pmatrix}1&2\\2&4\end{pmatrix}.$$

Directly from the definition, $i(g-\bar g)=i\cdot(-i)=1$, so

$$\Gamma=\begin{pmatrix}1&2\\2&4\end{pmatrix}.$$

The closed form gives the same matrix, because $2\operatorname{Im}z\,|g|^2=2\cdot1\cdot\tfrac12=1$. The eigenvalues are $5$ and $0$. The eigenvector for $0$ is proportional to $(2,-1)$, and indeed $B^*v=1\cdot2+2\cdot(-1)=0$: this combination of orbitals does not couple to the level.

## Computing Γ at E + iη

A program typically sets $z=E+i\eta$ with a small $\eta>0$. It need not form $g$. It can solve the linear system $(z-D)X=B^*$, set $S=BX$, and take $\Gamma=i(S-S^*)$. Since $g$ commutes with $g^*$ for Hermitian $D$, the closed form can be evaluated from the same solution as $\Gamma=2\eta\,X^*X$, and comparing the two results tests the code. A negative eigenvalue of $\Gamma$ well beyond rounding error points to a wrong sign of $\eta$, a non-Hermitian $D$, or a transpose used where the conjugate transpose belongs.

In the eigenbasis of the bath, with levels $\varepsilon_k$ and coupling columns $b_k$, the formula reads

$$\Gamma=\sum_k\frac{2\eta}{(E-\varepsilon_k)^2+\eta^2}\;b_kb_k^* .$$

A finite bath thus contributes a Lorentzian for each coupled level, and when $\eta$ is small compared with the spacing of these levels, $\Gamma$ shows separate peaks as a function of $E$. The smooth width of a truly infinite lead requires a limit of infinitely many levels before $\eta\to0$, which the finite matrices used here do not describe. If the system's Green's matrix $G=(z-H-S)^{-1}$ is evaluated at the same $z=E+i\eta$, a spectral matrix computed as $G\Gamma G^*$ alone misses the term $2\eta\,GG^*$. If $\eta$ enters only through $S$, and $G=(E-H-S)^{-1}$ exists, that term is absent.
